# Two one-dimensional four-atom crystals with equal diffraction intensities that no translation or inversion relates

## Intensities that fit a wrong structure

A trial structure can reproduce every diffraction intensity and still be wrong, because two different structures can share all their intensities; they are then called homometric. For identical point atoms, homometric structures also have the same interatomic vectors, counted with multiplicity, so a list of interatomic distances does not tell them apart either. The example here uses identical point atoms on a one-dimensional grid.

The cell has $N$ grid points, and positions $x$ and reflections $h$ are integers modulo $N$. Unit atoms on a set $S$ of sites have the structure factor
$$F_S(h)=\sum_{x\in S}e^{2\pi i hx/N}.$$
A translation $x\mapsto x+c$ multiplies $F_S$ by a phase, and an inversion $x\mapsto -x+c$ also conjugates it. Neither changes $|F_S(h)|^2$, so structures related in this way count as the same.

## A family of homometric pairs

Let $4q=0$ and $2q\neq0$, so that $q$ is a quarter period, and let $a$ be no multiple of $q$. Then
$$A=\{0,2q,a,a+q\},\qquad B=\{0,2q,a+q,a+2q\}$$
have equal intensities at every $h$, and no translation or inversion carries $A$ onto $B$. For $N=8$, $q=2$, $a=3$ these are $\{0,3,4,5\}$ and $\{0,4,5,7\}$.

In Lean, sites and reflections have type `ZMod N`, and a crystal is a `Finset` of sites, so each site holds at most one atom. `structureFactor` is the unnormalised sum above, with a plus sign in the exponent. `Congruent` says that some translation or inversion maps the first set onto the second. The model has no atomic form factors, thermal motion or off-grid positions.

## Equal intensities

The hypotheses make the four sites of each crystal distinct. Put $w=e^{2\pi i hq/N}$ and $z=e^{2\pi i ha/N}$. Then
$$F_A=1+w^2+z(1+w),\qquad F_B=1+w^2+zw(1+w).$$
Since $4q=0$, $w^4=1$, that is, $(w-1)(1+w)(1+w^2)=0$.

- If $(w-1)(1+w)=0$, then $F_B-F_A=z(w-1)(1+w)=0$.
- If $1+w^2=0$, then $F_A=z(1+w)$ and $F_B=wF_A$.

As $|w|=1$, $|F_A|^2=|F_B|^2$ in both cases.

The condition $4q=0$ matters here. For $N=6$, $q=2$, $a=1$ the other two hypotheses hold, but $A=\{0,1,3,4\}$ and $B=\{0,3,4,5\}$ have $|F_A(1)|^2=0$ and $|F_B(1)|^2=3$.

## No translation or inversion

In $B$, only $0$ and $2q$ have a partner half a period away: $a+3q$ and $a+4q=a$ are not in $B$. Both kinds of map send $0$ and $2q$ to $c$ and $c+2q$, because $-2q=2q$. Hence $c=0$ or $c=2q$.

**Translation.** For $c=0$, the atom at $a$ stays at $a\notin B$. For $c=2q$, the atom at $a+q$ goes to $a+3q\notin B$.

**Inversion.** The image $c-a$ of $a$ is not $0$ or $2q$, since $a$ is no multiple of $q$. Two possibilities remain.

- If $c-a=a+q$, then $a+q$ goes to $c-a-q=a\notin B$.
- If $c-a=a+2q$, then $2a=c-2q$. For $c=2q$ this gives $2a=0$; for $c=0$ it gives $2(a-q)=0$. The only solutions of $2b=0$ are $b=0$ and $b=2q$, so $a$ would be a multiple of $q$.

## The Lean file

```lean
import Mathlib

open Finset

namespace HomometricCrystals

noncomputable section

/-- Structure factor at reflection `h` of unit atoms on the sites `S` of a one-dimensional
cell with `N` grid points: the sum over atoms of the phase factor of `h * x`. -/
def structureFactor {N : ℕ} [NeZero N] (S : Finset (ZMod N)) (h : ZMod N) : ℂ :=
  ∑ x ∈ S, ZMod.stdAddChar (h * x)

end

/-- Two atom sets are congruent if a translation `x ↦ x + c` or an inversion `x ↦ -x + c`
carries the first onto the second. -/
def Congruent {N : ℕ} (S T : Finset (ZMod N)) : Prop :=
  ∃ c : ZMod N, S.image (fun x => x + c) = T ∨ S.image (fun x => -x + c) = T

/-- The first crystal: atoms at `0`, `2q`, `a` and `a + q`. -/
def crystalA {N : ℕ} (q a : ZMod N) : Finset (ZMod N) := {0, 2 * q, a, a + q}

/-- The second crystal: the pair at `a`, `a + q` is moved on by `q`, the pair at `0`, `2q`
stays. -/
def crystalB {N : ℕ} (q a : ZMod N) : Finset (ZMod N) := {0, 2 * q, a + q, a + 2 * q}

/-- The structure factor is the usual sum of `exp (2πi h x / N)` over the atoms. -/
theorem structureFactor_eq_exp {N : ℕ} [NeZero N] (S : Finset (ZMod N)) (h : ZMod N) :
    structureFactor S h =
      ∑ x ∈ S, Complex.exp (2 * Real.pi * Complex.I * (h.val * x.val) / N) := by
  unfold structureFactor
  refine Finset.sum_congr rfl fun x _ => ?_
  have e := ZMod.stdAddChar_coe (N := N) ((h.val : ℤ) * (x.val : ℤ))
  rw [Int.cast_mul, Int.cast_natCast, Int.cast_natCast, ZMod.natCast_zmod_val,
    ZMod.natCast_zmod_val] at e
  rw [e]
  push_cast
  rfl

/-- Let `q` be a quarter period (`4q = 0`, `2q ≠ 0`) and `a` not a multiple of `q`. At each
reflection the structure factors of the two crystals are equal or differ by the phase factor
of the shift `q`. -/
theorem structureFactor_eq_or_phase {N : ℕ} [NeZero N] {q a : ZMod N} (h4 : 4 * q = 0)
    (h2 : 2 * q ≠ 0) (ha : ∀ k : ZMod N, a ≠ k * q) (h : ZMod N) :
    structureFactor (crystalB q a) h = structureFactor (crystalA q a) h ∨
    structureFactor (crystalB q a) h =
      ZMod.stdAddChar (h * q) * structureFactor (crystalA q a) h := by
  -- the four sites of each crystal are distinct
  have a1 : (0 : ZMod N) ∉ ({2 * q, a, a + q} : Finset (ZMod N)) := by
    simp only [mem_insert, mem_singleton, not_or]
    exact ⟨fun e => h2 e.symm, fun e => ha 0 (by linear_combination -e),
      fun e => ha (-1) (by linear_combination -e)⟩
  have a2 : 2 * q ∉ ({a, a + q} : Finset (ZMod N)) := by
    simp only [mem_insert, mem_singleton, not_or]
    exact ⟨fun e => ha 2 (by linear_combination -e),
      fun e => ha 1 (by linear_combination -e)⟩
  have a3 : a ∉ ({a + q} : Finset (ZMod N)) := by
    rw [mem_singleton]
    exact fun e => h2 (by linear_combination (-2) * e)
  have b1 : (0 : ZMod N) ∉ ({2 * q, a + q, a + 2 * q} : Finset (ZMod N)) := by
    simp only [mem_insert, mem_singleton, not_or]
    exact ⟨fun e => h2 e.symm, fun e => ha (-1) (by linear_combination -e),
      fun e => ha (-2) (by linear_combination -e)⟩
  have b2 : 2 * q ∉ ({a + q, a + 2 * q} : Finset (ZMod N)) := by
    simp only [mem_insert, mem_singleton, not_or]
    exact ⟨fun e => ha 1 (by linear_combination -e),
      fun e => ha 0 (by linear_combination -e)⟩
  have b3 : a + q ∉ ({a + 2 * q} : Finset (ZMod N)) := by
    rw [mem_singleton]
    exact fun e => h2 (by linear_combination (-2) * e)
  have hA : structureFactor (crystalA q a) h = 1 + ZMod.stdAddChar (h * q) ^ 2
      + ZMod.stdAddChar (h * a) * (1 + ZMod.stdAddChar (h * q)) := by
    rw [structureFactor, crystalA, sum_insert a1, sum_insert a2, sum_insert a3, sum_singleton]
    simp only [two_mul, mul_add, mul_zero, AddChar.map_add_eq_mul, AddChar.map_zero_eq_one]
    ring
  have hB : structureFactor (crystalB q a) h = 1 + ZMod.stdAddChar (h * q) ^ 2
      + ZMod.stdAddChar (h * a) * ZMod.stdAddChar (h * q) * (1 + ZMod.stdAddChar (h * q)) := by
    rw [structureFactor, crystalB, sum_insert b1, sum_insert b2, sum_insert b3, sum_singleton]
    simp only [two_mul, mul_add, mul_zero, AddChar.map_add_eq_mul, AddChar.map_zero_eq_one]
    ring
  -- four quarter shifts make a full period
  have hw : (ZMod.stdAddChar (h * q) : ℂ) ^ 4 = 1 := by
    have e : (ZMod.stdAddChar (h * q + h * q + (h * q + h * q)) : ℂ) = 1 := by
      rw [show h * q + h * q + (h * q + h * q) = 0 by linear_combination h * h4,
        AddChar.map_zero_eq_one]
    simp only [AddChar.map_add_eq_mul] at e
    linear_combination e
  rw [hA, hB]
  generalize (ZMod.stdAddChar (h * q) : ℂ) = w at *
  generalize (ZMod.stdAddChar (h * a) : ℂ) = z at *
  have hf : ((w - 1) * (1 + w)) * (1 + w ^ 2) = 0 := by linear_combination hw
  rcases mul_eq_zero.mp hf with e | e
  · left; linear_combination z * e
  · right; linear_combination (1 - w) * e

/-- For a quarter period `q` (`4q = 0`, `2q ≠ 0`) and `a` not a multiple of `q`, the two
crystals have the same diffraction intensity at every reflection. -/
theorem intensity_eq {N : ℕ} [NeZero N] {q a : ZMod N} (h4 : 4 * q = 0)
    (h2 : 2 * q ≠ 0) (ha : ∀ k : ZMod N, a ≠ k * q) (h : ZMod N) :
    ‖structureFactor (crystalA q a) h‖ ^ 2 = ‖structureFactor (crystalB q a) h‖ ^ 2 := by
  rcases structureFactor_eq_or_phase h4 h2 ha h with e | e
  · rw [e]
  · rw [e, norm_mul, AddChar.norm_apply, one_mul]

/-- If `q` is a quarter period (`4q = 0`, `2q ≠ 0`), a site `b` with `2b = 0` is the origin
or the half-period point `2q`. -/
theorem eq_zero_or_half {N : ℕ} [NeZero N] {q b : ZMod N} (h4 : 4 * q = 0)
    (h2 : 2 * q ≠ 0) (hb : 2 * b = 0) : b = 0 ∨ b = 2 * q := by
  rcases (ZMod.neg_eq_self_iff b).mp (by linear_combination -hb) with e | e
  · exact Or.inl e
  rcases (ZMod.neg_eq_self_iff (2 * q)).mp (by linear_combination -h4) with f | f
  · exact absurd f h2
  · exact Or.inr (ZMod.val_injective N (by omega))

/-- For a quarter period `q` (`4q = 0`, `2q ≠ 0`) and `a` not a multiple of `q`, no
translation or inversion carries the first crystal onto the second. -/
theorem not_congruent {N : ℕ} [NeZero N] {q a : ZMod N} (h4 : 4 * q = 0)
    (h2 : 2 * q ≠ 0) (ha : ∀ k : ZMod N, a ≠ k * q) :
    ¬ Congruent (crystalA q a) (crystalB q a) := by
  have n0 : 2 * a ≠ 0 := fun e => by
    rcases eq_zero_or_half h4 h2 e with f | f
    · exact ha 0 (by linear_combination f)
    · exact ha 2 f
  have nq : 2 * a ≠ 2 * q := fun e => by
    rcases eq_zero_or_half (b := a - q) h4 h2 (by linear_combination e) with f | f
    · exact ha 1 (by linear_combination f)
    · exact ha 3 (by linear_combination f)
  -- only the atoms at 0 and 2q have a partner half a period away
  have key : ∀ y, y ∈ crystalB q a → y + 2 * q ∈ crystalB q a → y = 0 ∨ y = 2 * q := by
    intro y hy hz
    simp only [crystalB, mem_insert, mem_singleton] at hy hz
    rcases hy with e | e | e | e
    · exact Or.inl e
    · exact Or.inr e
    · rcases hz with f | f | f | f
      · exact absurd (by linear_combination f - e) (ha (-3))
      · exact absurd (by linear_combination f - e) (ha (-1))
      · exact absurd (by linear_combination f - e) h2
      · exact absurd (by linear_combination 2 * (f - e)) h2
    · rcases hz with f | f | f | f
      · exact absurd (by linear_combination f - e) (ha (-4))
      · exact absurd (by linear_combination f - e) (ha (-2))
      · exact absurd (by linear_combination (-2) * (f - e) + 2 * h4) h2
      · exact absurd (by linear_combination f - e) h2
  rintro ⟨c, h | h⟩
  · have mem : ∀ x ∈ crystalA q a, x + c ∈ crystalB q a := by
      intro x hx
      rw [← h]
      exact mem_image_of_mem _ hx
    have m0 := mem 0 (by simp [crystalA])
    have m2 := mem (2 * q) (by simp [crystalA])
    have ma := mem a (by simp [crystalA])
    have mq := mem (a + q) (by simp [crystalA])
    rw [zero_add] at m0
    rw [add_comm] at m2
    simp only [crystalB, mem_insert, mem_singleton] at ma mq
    rcases key c m0 m2 with e | e
    · rcases ma with f | f | f | f
      · exact ha 0 (by linear_combination f - e)
      · exact ha 2 (by linear_combination f - e)
      · exact h2 (by linear_combination (-2) * (f - e))
      · exact h2 (by linear_combination e - f)
    · rcases mq with f | f | f | f
      · exact ha (-3) (by linear_combination f - e)
      · exact ha (-1) (by linear_combination f - e)
      · exact h2 (by linear_combination f - e)
      · exact h2 (by linear_combination 2 * (f - e))
  · have mem : ∀ x ∈ crystalA q a, -x + c ∈ crystalB q a := by
      intro x hx
      rw [← h]
      exact mem_image_of_mem (fun x => -x + c) hx
    have m0 := mem 0 (by simp [crystalA])
    have m2 := mem (2 * q) (by simp [crystalA])
    have ma := mem a (by simp [crystalA])
    have mq := mem (a + q) (by simp [crystalA])
    rw [neg_zero, zero_add] at m0
    rw [show -(2 * q) + c = c + 2 * q by linear_combination -h4] at m2
    simp only [crystalB, mem_insert, mem_singleton] at ma mq
    rcases key c m0 m2 with e | e
    · rcases ma with f | f | f | f
      · exact ha 0 (by linear_combination e - f)
      · exact ha (-2) (by linear_combination e - f)
      · rcases mq with g | g | g | g
        · exact ha (-1) (by linear_combination e - g)
        · exact ha (-3) (by linear_combination e - g)
        · exact nq (by linear_combination e - g - h4)
        · exact h2 (by linear_combination f - g)
      · exact nq (by linear_combination e - f - h4)
    · rcases ma with f | f | f | f
      · exact ha 2 (by linear_combination e - f)
      · exact ha 0 (by linear_combination e - f)
      · rcases mq with g | g | g | g
        · exact ha 1 (by linear_combination e - g)
        · exact ha (-1) (by linear_combination e - g)
        · exact n0 (by linear_combination e - g)
        · exact h2 (by linear_combination f - g)
      · exact n0 (by linear_combination e - f)

/-- Unit atoms on `{0,3,4,5}` and on `{0,4,5,7}` in a cell of eight grid points have equal
intensities at every reflection, yet no translation or inversion carries one set onto the
other. -/
theorem homometric_eight :
    (∀ h : ZMod 8, ‖structureFactor {0, 3, 4, 5} h‖ ^ 2 =
      ‖structureFactor {0, 4, 5, 7} h‖ ^ 2) ∧
    ¬ Congruent ({0, 3, 4, 5} : Finset (ZMod 8)) {0, 4, 5, 7} := by
  have hA : ({0, 3, 4, 5} : Finset (ZMod 8)) = crystalA 2 3 := by decide
  have hB : ({0, 4, 5, 7} : Finset (ZMod 8)) = crystalB 2 3 := by decide
  rw [hA, hB]
  exact ⟨intensity_eq (by decide) (by decide) (by decide),
    not_congruent (by decide) (by decide) (by decide)⟩

set_option maxRecDepth 20000 in
/-- No affine map `x ↦ m x + c` of the eight-point cell carries `{0,3,4,5}` onto
`{0,4,5,7}`. -/
theorem no_affine_map_eight : ∀ m c : ZMod 8,
    ({0, 3, 4, 5} : Finset (ZMod 8)).image (fun x => m * x + c) ≠ {0, 4, 5, 7} := by
  decide

end HomometricCrystals
```

```lean
#print axioms HomometricCrystals.structureFactor_eq_exp
#print axioms HomometricCrystals.intensity_eq
#print axioms HomometricCrystals.homometric_eight
#print axioms HomometricCrystals.no_affine_map_eight
```

```
'HomometricCrystals.structureFactor_eq_exp' depends on axioms: [propext, Classical.choice, Quot.sound]
'HomometricCrystals.intensity_eq' depends on axioms: [propext, Classical.choice, Quot.sound]
'HomometricCrystals.homometric_eight' depends on axioms: [propext, Classical.choice, Quot.sound]
'HomometricCrystals.no_affine_map_eight' depends on axioms: [propext, Classical.choice, Quot.sound]
```

## How the lemmas divide the work

`structureFactor_eq_exp` identifies Mathlib's character `ZMod.stdAddChar` with the exponential. `structureFactor_eq_or_phase` proves that the sites are distinct, expands both sums (`hA`, `hB`) and derives $w^4=1$ (`hw`). It then splits the factored equation with `mul_eq_zero`, and `linear_combination` closes each case. `intensity_eq` takes norms.

`eq_zero_or_half` solves $2b=0$. In `not_congruent`, `key` is the statement about half-period partners; the remaining branches run through the possible images of $a$ and $a+q$, and `n0` and `nq` exclude $2a=0$ and $2a=2q$.

`homometric_eight` specialises to $N=8$, with `decide` checking the sets and hypotheses. For this pair, `no_affine_map_eight` goes further: `decide` tests all 64 maps $x\mapsto mx+c$, and none carries the first set onto the second.
